# For positive constants, the strong-field atomic energy $AZ^3/(B^2L^6)-CZ^2/L$ has a unique minimiser over sizes $L>0$, and its minimum scales as $Z^{9/5}B^{2/5}$

Q: Before we argue about physics, what are the symbols and the units?

A: All quantities are real numbers, in atomic units. $Z$ is the nuclear charge and also the number of electrons, since the atom is neutral. $B$ is the magnetic field, $L$ is the size of the atom, and $A$ and $C$ are constants that depend on the shape of the electron cloud. The file works over Mathlib in its own namespace.

```lean
import Mathlib

namespace StrongFieldAtom

noncomputable section
```

The kinetic energy is $T(L)=AZ^3/(B^2L^6)$.

```lean
/-- Kinetic energy of `Z` electrons in the lowest Landau level of a field `B`,
spread over an atom of size `L`. -/
def kineticEnergy (A Z B L : ℝ) : ℝ := A * Z ^ 3 / (B ^ 2 * L ^ 6)
```

Q: Where does the sixth power come from? I am used to $L^{-2}$.

A: From the lowest Landau level. Its degeneracy per unit area is proportional to $B$, and the electrons move freely only along the field. At density $n$ they fill momenta up to $p_F\propto n/B$, so the kinetic energy per volume is proportional to $n\,p_F^2\propto n^3/B^2$. With $n\sim Z/L^3$ in a volume $L^3$, this gives $Z^3/(B^2L^6)$. The constant zero-point energy of the level is left out, as it cancels against the spin energy for electrons whose magnetic moment points along the field, when the electron $g$-factor is taken equal to $2$; all electrons are assumed to be in that spin state.

The Coulomb energy is $V(L)=-CZ^2/L$.

```lean
/-- Net Coulomb energy of a neutral atom of nuclear charge `Z` and size `L`. -/
def coulombEnergy (C Z L : ℝ) : ℝ := -(C * Z ^ 2 / L)
```

Q: That is one term for two effects.

A: It is the net of nuclear attraction and electron repulsion. Both scale as $Z^2/L$ when a cloud of fixed shape is stretched, and $C>0$ says that attraction wins. The total energy is $E=T+V$.

```lean
/-- Total energy of the strong-field atom as a function of its size `L`. -/
def atomEnergy (A C Z B L : ℝ) : ℝ := kineticEnergy A Z B L + coulombEnergy C Z L
```

The candidate for the best size is $L_0=(6AZ/(CB^2))^{1/5}$, written with a real exponent.

```lean
/-- The size `(6 A Z / (C B²))^(1/5)`. -/
def optimalSize (A C Z B : ℝ) : ℝ := (6 * A * Z / (C * B ^ 2)) ^ (1 / 5 : ℝ)
```

Q: So is this Thomas-Fermi theory in a strong field?

A: It is that theory restricted to one parameter. Take $n(\mathbf r)=ZL^{-3}f(\mathbf r/L)$ with a fixed profile $f\ge0$ that integrates to $1$, so that the cloud holds $Z$ electrons; the strong-field functional then reduces to exactly this $E(L)$, with $A$ and $C$ given by integrals over $f$, assumed finite. The theorems minimise over $L$ alone, not over densities, and they take $A$ and $C$ as given positive numbers. Nor do they derive the Landau-level energy. They hold for every $B>0$, whereas the model makes sense only for a field strong enough to keep all electrons in the lowest level, and not so strong that the semiclassical picture fails.

Q: Do the calculation by hand, then, before showing me more code.

A: Differentiating each power of $L$ gives

$$E'(L)=-\frac{6AZ^3}{B^2L^7}+\frac{CZ^2}{L^2}=-\frac{6T(L)+V(L)}{L}.$$

The slope vanishes when $6AZ^3/(B^2L^6)=CZ^2/L$, that is, when $L^5=6AZ/(CB^2)=L_0^5$.

To see that this is a global minimum, use $AZ/B^2=CL_0^5/6$ to write $T(L)=CZ^2L_0^5/(6L^6)$. With $x=L_0/L$,

$$E(L)=\frac{CZ^2}{6L_0}\,(x^6-6x).$$

At $L=L_0$ we have $x=1$, so $E(L_0)=-\tfrac56\,CZ^2/L_0$. Subtracting,

$$E(L)-E(L_0)=\frac{CZ^2}{6L_0}(x^6-6x+5)=\frac{CZ^2}{6L_0}(x-1)^2(x^4+2x^3+3x^2+4x+5).$$

For $x>0$ the last factor is positive, so the difference is positive unless $x=1$.

For the value, set $W=(C/(6A))^{1/5}Z^{9/5}B^{2/5}$. Then

$$(WL_0)^5=\frac{C}{6A}\,Z^9B^2\cdot\frac{6AZ}{CB^2}=Z^{10},$$

so $WL_0=Z^2$ and $E(L_0)=-\tfrac56\,CW$.

Q: How does the file handle the fractional powers? That is where I would expect trouble.

A: It removes them by taking fifth powers. The first lemma says that $(x^r)^5=x^k$ when $x\ge 0$ and $5r=k$.

```lean
variable {A C Z B L : ℝ}

/-- The fifth power of a real power with exponent `k/5` is the `k`-th power. -/
private lemma fifth_pow {x : ℝ} (hx : 0 ≤ x) (r : ℝ) (k : ℕ)
    (h : r * ((5 : ℕ) : ℝ) = k) : (x ^ r) ^ 5 = x ^ k := by
  rw [← Real.rpow_natCast (x ^ r) 5, ← Real.rpow_mul hx, h, Real.rpow_natCast]
```

With $r=1/5$ and $k=1$ it gives the defining property of $L_0$. Positivity of $L_0$ holds because a real power of a positive number is positive.

```lean
/-- The optimal size is positive and satisfies `L⁵ = 6 A Z / (C B²)`. -/
theorem optimalSize_spec (hA : 0 < A) (hC : 0 < C) (hZ : 0 < Z) (hB : 0 < B) :
    0 < optimalSize A C Z B ∧
      optimalSize A C Z B ^ 5 = 6 * A * Z / (C * B ^ 2) := by
  have hq : 0 < 6 * A * Z / (C * B ^ 2) := by positivity
  refine ⟨Real.rpow_pos_of_pos hq _, ?_⟩
  have h := fifth_pow hq.le (1 / 5) 1 (by norm_num)
  rw [pow_one] at h
  exact h
```

The rewriting of $T$ in terms of $L_0$ comes next. The proof multiplies out the two denominators, and `linear_combination` closes the goal with a multiple of $L_0^5\,CB^2=6AZ$.

```lean
/-- The kinetic energy at size `L`, expressed through the optimal size. -/
private lemma kinetic_eq (hA : 0 < A) (hC : 0 < C) (hZ : 0 < Z) (hB : 0 < B)
    (hL : 0 < L) :
    kineticEnergy A Z B L = C * Z ^ 2 * optimalSize A C Z B ^ 5 / (6 * L ^ 6) := by
  have hne : C * B ^ 2 ≠ 0 := by positivity
  have h : optimalSize A C Z B ^ 5 * (C * B ^ 2) = 6 * A * Z := by
    rw [(optimalSize_spec hA hC hZ hB).2]
    exact div_mul_cancel₀ _ hne
  unfold kineticEnergy
  rw [div_eq_div_iff (by positivity) (by positivity)]
  linear_combination (-(Z ^ 2 * L ^ 6)) * h
```

Q: Is the slope really a derivative in Lean, or just a formula with that name?

A: It is a derivative. `HasDerivAt` says that the function `atomEnergy A C Z B` of the remaining argument is differentiable at $L$ with the stated slope. The proof applies the quotient rule to each term and then simplifies. The only sign conditions assumed are $B>0$ and $L>0$.

```lean
/-- The slope of the energy with respect to the size is `-(6 T + V) / L`, where `T` is
the kinetic and `V` the Coulomb energy. -/
theorem hasDerivAt_atomEnergy (hB : 0 < B) (hL : 0 < L) :
    HasDerivAt (atomEnergy A C Z B)
      (-(6 * kineticEnergy A Z B L + coulombEnergy C Z L) / L) L := by
  have hne : B ^ 2 * L ^ 6 ≠ 0 := by positivity
  have hp : HasDerivAt (fun x : ℝ => x ^ 6) (6 * L ^ 5) L := by
    simpa using hasDerivAt_pow 6 L
  have h1 := (hasDerivAt_const L (A * Z ^ 3)).fun_div (hp.const_mul (B ^ 2)) hne
  have h2 := ((hasDerivAt_const L (C * Z ^ 2)).fun_div (hasDerivAt_id' L) hL.ne').fun_neg
  show HasDerivAt (fun x : ℝ => A * Z ^ 3 / (B ^ 2 * x ^ 6) + -(C * Z ^ 2 / x)) _ L
  refine (h1.fun_add h2).congr_deriv ?_
  unfold kineticEnergy coulombEnergy
  field_simp
  ring
```

Q: The virial theorem for Coulomb systems reads $2T+V=0$. Yours has a six.

A: The two comes from a kinetic energy that scales as $L^{-2}$. Here $p_F\propto n/B\propto L^{-3}$ at fixed $B$, so $T\propto L^{-6}$, and stationarity under stretching gives $6T+V=0$. The theorem states that among positive sizes this balance holds at $L_0$ and nowhere else. Its proof uses the factorisation

$$6T+V=\frac{CZ^2}{L^6}\,(L_0^5-L^5).$$

The prefactor is nonzero, so the balance forces $L^5=L_0^5$, and positive numbers with equal fifth powers are equal; that last step is `pow_left_inj₀`.

```lean
/-- Virial balance: `6 T + V = 0` holds at the optimal size and at no other size. -/
theorem virial_iff (hA : 0 < A) (hC : 0 < C) (hZ : 0 < Z) (hB : 0 < B) (hL : 0 < L) :
    6 * kineticEnergy A Z B L + coulombEnergy C Z L = 0 ↔ L = optimalSize A C Z B := by
  have hl := (optimalSize_spec hA hC hZ hB).1
  have e : 6 * kineticEnergy A Z B L + coulombEnergy C Z L
      = C * Z ^ 2 / L ^ 6 * (optimalSize A C Z B ^ 5 - L ^ 5) := by
    rw [kinetic_eq hA hC hZ hB hL]
    unfold coulombEnergy
    field_simp
    ring
  have hk : C * Z ^ 2 / L ^ 6 ≠ 0 := by positivity
  rw [e]
  constructor
  · intro h
    have h5 := (mul_eq_zero.mp h).resolve_left hk
    exact (pow_left_inj₀ hL.le hl.le (n := 5) (by norm_num)).mp (by linarith)
  · intro h
    rw [← h, sub_self, mul_zero]
```

Q: A single stationary point could still be a maximum, or no extremum at all.

A: The sign of the slope on either side would settle that, but the file uses the exact energy difference, which also shows how much energy is lost away from $L_0$. `energy_gap` is the factorised identity from the calculation by hand. After both kinetic energies have been rewritten through $L_0$, `field_simp` clears the denominators and `ring` checks the polynomial identity.

```lean
/-- Exact excess energy of an atom of size `L` over one of optimal size `L₀`,
as a polynomial in `L₀ / L`. -/
theorem energy_gap (hA : 0 < A) (hC : 0 < C) (hZ : 0 < Z) (hB : 0 < B) (hL : 0 < L) :
    atomEnergy A C Z B L - atomEnergy A C Z B (optimalSize A C Z B)
      = C * Z ^ 2 / (6 * optimalSize A C Z B) *
        ((optimalSize A C Z B / L - 1) ^ 2 *
          ((optimalSize A C Z B / L) ^ 4 + 2 * (optimalSize A C Z B / L) ^ 3
            + 3 * (optimalSize A C Z B / L) ^ 2 + 4 * (optimalSize A C Z B / L) + 5)) := by
  have hl := (optimalSize_spec hA hC hZ hB).1
  have hl0 := hl.ne'
  unfold atomEnergy coulombEnergy
  rw [kinetic_eq hA hC hZ hB hL, kinetic_eq hA hC hZ hB hl]
  field_simp
  ring
```

The energy at $L_0$ follows from the balance: $T=-V/6$, so $T+V=\tfrac56V$.

```lean
/-- At the optimal size `L₀` the total energy is five sixths of the Coulomb energy. -/
theorem energy_at_optimalSize (hA : 0 < A) (hC : 0 < C) (hZ : 0 < Z) (hB : 0 < B) :
    atomEnergy A C Z B (optimalSize A C Z B)
      = 5 / 6 * coulombEnergy C Z (optimalSize A C Z B) := by
  have h := (virial_iff hA hC hZ hB (optimalSize_spec hA hC hZ hB).1).mpr rfl
  unfold atomEnergy
  linarith
```

Q: Now read me the main theorem in words.

A: For positive $A$, $C$, $Z$ and $B$ it makes four statements. The size $L_0$ is positive. It satisfies $L_0^5=6AZ/(CB^2)$. Every other positive size has strictly larger energy, which makes the minimiser unique. And the minimum equals

$$-\tfrac56\,C\left(\frac{C}{6A}\right)^{1/5}Z^{9/5}B^{2/5}.$$

In the proof, the third statement comes from `energy_gap`: if $L\neq L_0$ then $L_0/L-1\neq0$, so its square is positive, and so are the other factors. The fourth is the comparison of fifth powers. The step `hW` is $WL_0=Z^2$, and `hdiv` turns it into $Z^2/L_0=W$, which is inserted into $\tfrac56V(L_0)$.

```lean
/-- The strong-field atom has a strict global energy minimum at the size with
`L⁵ = 6 A Z / (C B²)`, and the minimum is `-(5/6) C (C/(6A))^(1/5) Z^(9/5) B^(2/5)`. -/
theorem strongField_minimum (hA : 0 < A) (hC : 0 < C) (hZ : 0 < Z) (hB : 0 < B) :
    0 < optimalSize A C Z B ∧
    optimalSize A C Z B ^ 5 = 6 * A * Z / (C * B ^ 2) ∧
    (∀ L, 0 < L → L ≠ optimalSize A C Z B →
      atomEnergy A C Z B (optimalSize A C Z B) < atomEnergy A C Z B L) ∧
    atomEnergy A C Z B (optimalSize A C Z B)
      = -(5 / 6) * C * (C / (6 * A)) ^ (1 / 5 : ℝ) * Z ^ (9 / 5 : ℝ) * B ^ (2 / 5 : ℝ) := by
  obtain ⟨hl, hl5⟩ := optimalSize_spec hA hC hZ hB
  refine ⟨hl, hl5, ?_, ?_⟩
  · -- every factor of the excess energy is positive away from the optimal size
    intro L hL hne
    rw [← sub_pos, energy_gap hA hC hZ hB hL]
    have h0 : optimalSize A C Z B / L - 1 ≠ 0 := by
      intro h
      have h1 : optimalSize A C Z B / L = 1 := by linarith
      rw [div_eq_iff hL.ne', one_mul] at h1
      exact hne h1.symm
    have hs : 0 < (optimalSize A C Z B / L - 1) ^ 2 :=
      lt_of_le_of_ne (sq_nonneg _) (Ne.symm (pow_ne_zero 2 h0))
    exact mul_pos (by positivity) (mul_pos hs (by positivity))
  · -- the inverse optimal size is identified by comparing fifth powers
    have hW : (C / (6 * A)) ^ (1 / 5 : ℝ) * Z ^ (9 / 5 : ℝ) * B ^ (2 / 5 : ℝ)
        * optimalSize A C Z B = Z ^ 2 := by
      refine (pow_left_inj₀ (by positivity) (by positivity) (n := 5) (by norm_num)).mp ?_
      have hq : 0 ≤ C / (6 * A) := by positivity
      rw [mul_pow, mul_pow, mul_pow, fifth_pow hq (1 / 5) 1 (by norm_num),
        fifth_pow hZ.le (9 / 5) 9 (by norm_num),
        fifth_pow hB.le (2 / 5) 2 (by norm_num), hl5]
      field_simp
    have hdiv : Z ^ 2 / optimalSize A C Z B
        = (C / (6 * A)) ^ (1 / 5 : ℝ) * Z ^ (9 / 5 : ℝ) * B ^ (2 / 5 : ℝ) := by
      rw [div_eq_iff hl.ne', hW]
    rw [energy_at_optimalSize hA hC hZ hB, coulombEnergy, mul_div_assoc, hdiv]
    ring
```

Q: Do you need all those signs? Suppose I drop $A>0$.

A: Then the atom can collapse. Take $A=0$ and $C=Z=B=1$. The energy is $E(L)=-1/L$, which tends to $-\infty$ as $L\to0$, so there is no minimum. The formula for $L_0$ gives $0$, which is not an allowed size. Physically, $A>0$ stands for the cost of compressing electrons that obey the Pauli principle within one Landau level.

Q: And $C>0$?

A: With $C=0$ and $A=Z=B=1$ the energy is $1/L^6$. It decreases towards zero as the atom spreads out and never reaches it, so again no size is optimal.

Q: Suppose my trial size is slightly off. How much energy do I lose?

A: At least $|E(L_0)|\,(L_0/L-1)^2$. By hand, the quartic factor in the energy difference is at least $5$ for $x>0$, and $5\,CZ^2/(6L_0)=|E(L_0)|$. For a size only slightly off, the actual loss is about three times this bound, because the quartic factor equals $15$ at $x=1$. The Lean proof names $x=L_0/L$ and $k=CZ^2/L_0$, and shows that the difference of the two sides is

$$\frac{k}{6}(x-1)^2(x^4+2x^3+3x^2+4x)\ge0.$$

Read in the other direction, the bound limits how far $L_0/L$ can be from $1$ when the excess energy is known to be small.

```lean
/-- Stability: an atom of size `L` lies above the minimum by at least
`|E(L₀)| (L₀/L - 1)²`, where `L₀` is the optimal size. -/
theorem energy_stability (hA : 0 < A) (hC : 0 < C) (hZ : 0 < Z) (hB : 0 < B)
    (hL : 0 < L) :
    |atomEnergy A C Z B (optimalSize A C Z B)| * (optimalSize A C Z B / L - 1) ^ 2
      ≤ atomEnergy A C Z B L - atomEnergy A C Z B (optimalSize A C Z B) := by
  have hl := (optimalSize_spec hA hC hZ hB).1
  have habs : |atomEnergy A C Z B (optimalSize A C Z B)|
      = 5 / 6 * (C * Z ^ 2 / optimalSize A C Z B) := by
    rw [energy_at_optimalSize hA hC hZ hB, coulombEnergy, mul_neg, abs_neg]
    exact abs_of_pos (by positivity)
  rw [energy_gap hA hC hZ hB hL, habs, ← sub_nonneg]
  have hx : 0 < optimalSize A C Z B / L := div_pos hl hL
  have hk : 0 < C * Z ^ 2 / optimalSize A C Z B := by positivity
  have hsplit : C * Z ^ 2 / (6 * optimalSize A C Z B)
      = C * Z ^ 2 / optimalSize A C Z B / 6 := by
    rw [div_div, mul_comm (6 : ℝ)]
  rw [hsplit]
  generalize optimalSize A C Z B / L = x at hx ⊢
  generalize C * Z ^ 2 / optimalSize A C Z B = k at hk ⊢
  have h : 0 ≤ k / 6 * ((x - 1) ^ 2 * (x ^ 4 + 2 * x ^ 3 + 3 * x ^ 2 + 4 * x)) :=
    mul_nonneg (by positivity) (mul_nonneg (sq_nonneg _) (by positivity))
  calc (0 : ℝ) ≤ _ := h
    _ = _ := by ring
```

Q: And for which sizes is the atom bound at all, in the sense of having negative total energy?

A: Exactly for those with $L^5>AZ/(CB^2)$, which is $L^5>L_0^5/6$ when $A>0$. To see it, factor the energy:

$$E(L)=\frac{Z^2}{B^2L^6}\,(AZ-L^5CB^2).$$

The prefactor is positive, so the sign of $E$ is the sign of the bracket. The proof follows the same factorisation, and it does not need $A>0$. In the collapsing example with $A=0$ it correctly says that every positive size has negative energy.

```lean
/-- The total energy is negative exactly for sizes with `L⁵ > A Z / (C B²)`. -/
theorem energy_neg_iff (hC : 0 < C) (hZ : 0 < Z) (hB : 0 < B) (hL : 0 < L) :
    atomEnergy A C Z B L < 0 ↔ A * Z / (C * B ^ 2) < L ^ 5 := by
  have e : atomEnergy A C Z B L
      = Z ^ 2 / (B ^ 2 * L ^ 6) * (A * Z - L ^ 5 * (C * B ^ 2)) := by
    unfold atomEnergy kineticEnergy coulombEnergy
    field_simp
    ring
  have hk : 0 < Z ^ 2 / (B ^ 2 * L ^ 6) := by positivity
  rw [e, div_lt_iff₀ (by positivity)]
  constructor
  · intro h
    by_contra hc
    have := mul_nonneg hk.le (sub_nonneg.mpr (not_lt.mp hc))
    linarith
  · intro h
    exact mul_neg_of_pos_of_neg hk (by linarith)

end

end StrongFieldAtom
```

```lean
#print axioms StrongFieldAtom.hasDerivAt_atomEnergy
#print axioms StrongFieldAtom.strongField_minimum
#print axioms StrongFieldAtom.energy_stability
#print axioms StrongFieldAtom.energy_neg_iff
```

```
'StrongFieldAtom.hasDerivAt_atomEnergy' depends on axioms: [propext, Classical.choice, Quot.sound]
'StrongFieldAtom.strongField_minimum' depends on axioms: [propext, Classical.choice, Quot.sound]
'StrongFieldAtom.energy_stability' depends on axioms: [propext, Classical.choice, Quot.sound]
'StrongFieldAtom.energy_neg_iff' depends on axioms: [propext, Classical.choice, Quot.sound]
```

Q: What would I do with this in electronic-structure work?

A: Within this one-parameter model of a neutral atom, it gives the $Z^{9/5}B^{2/5}$ energy law with an explicit prefactor. If you have an orbital-free code with the $n^3/B^2$ kinetic functional, and you keep only the nuclear attraction and the classical electron repulsion beside it, you can scale a fixed trial density, compute $A$ and $C$ from its profile, and compare the optimal size and energy with these formulas.

Q: Then my remaining doubt concerns the shape of the cloud.

A: That is the right place for it. A better profile changes $A$ and $C$, and with them the prefactor, but as long as the same profile is used for all $Z$ and $B$, the exponents stay the same.
